# Denman–Beavers iteration converges to S^(1/2) and the Löwdin matrix S^(−1/2) for real positive definite S

Let S be a real symmetric positive definite matrix of any finite size. Start from Y_0 = S and Z_0 = 1, and update by

Y_(k+1) = (Y_k + Z_k⁻¹)/2,  Z_(k+1) = (Z_k + Y_k⁻¹)/2.

Every Y_k and every Z_k is positive definite, and Y_k = S Z_k. As k grows, Y_k tends to the unique positive definite R with R² = S, and Z_k tends to R⁻¹, which satisfies R⁻¹ S R⁻¹ = 1.

In electronic structure, S is the overlap matrix of a finite set of real basis functions φ_i, and R⁻¹ is Löwdin's symmetric orthonormalisation: the functions χ_j = Σ_i φ_i (R⁻¹)_ij have overlap matrix 1. Positive definiteness stands for linear independence, since xᵀSx is the squared norm of Σ_i x_i φ_i.

The basis functions are labelled by a finite type `n`, and all matrices are real.

```lean
import Mathlib

open Matrix Filter Topology

namespace DenmanBeavers

noncomputable section

variable {n : Type*} [Fintype n] [DecidableEq n]
```

## The coupled update and its scalar shadow

One update acts on the pair (Y, Z), with p.1 for Y and p.2 for Z. The inverse is the exact matrix inverse, with no rounding.

```lean
/-- One Denman–Beavers update of a pair `(Y, Z)` of invertible matrices: each is averaged with the
inverse of the other. -/
def step (p : Matrix n n ℝ × Matrix n n ℝ) : Matrix n n ℝ × Matrix n n ℝ :=
  ((1 / 2 : ℝ) • (p.1 + p.2⁻¹), (1 / 2 : ℝ) • (p.2 + p.1⁻¹))
```

The iterates start from (S, 1), so `(iter S k).1` is Y_k and `(iter S k).2` is Z_k.

```lean
/-- The Denman–Beavers iterates `(Y_k, Z_k)` started from `(S, 1)`, for positive definite `S`. -/
def iter (S : Matrix n n ℝ) : ℕ → Matrix n n ℝ × Matrix n n ℝ
  | 0 => (S, 1)
  | k + 1 => step (iter S k)
```

On each eigenvalue s of S, the matrix recursion will reduce to Heron's iteration for a square root. Write h_k(s) for its iterates:

h_0(s) = s,  h_(k+1)(s) = (h_k(s) + s/h_k(s))/2.

```lean
/-- The scalar Heron iteration `y ↦ (y + s / y) / 2` started at `s`, for `s > 0`. -/
def heron (s : ℝ) : ℕ → ℝ
  | 0 => s
  | k + 1 => (heron s k + s / heron s k) / 2
```

## Calculating in a fixed eigenbasis

Take an orthogonal matrix U and a list of numbers a_i, and form the matrix with eigenvalues a_i and the columns of U as eigenvectors:

U diag(a) Uᵀ.

```lean
/-- The matrix `U diag(a) Uᵀ`. -/
def rot (U : Matrix n n ℝ) (a : n → ℝ) : Matrix n n ℝ := U * diagonal a * Uᵀ
```

Every real positive definite A has this form with all a_i > 0. This is the spectral theorem; the proof takes it from Mathlib and identifies the conjugate transpose with the ordinary transpose, as is right for real matrices.

```lean
/-- A real positive definite matrix has an orthogonal diagonalisation with positive entries. -/
theorem exists_spectral {A : Matrix n n ℝ} (hA : A.PosDef) :
    ∃ (U : Matrix n n ℝ) (a : n → ℝ), U * Uᵀ = 1 ∧ (∀ i, 0 < a i) ∧ A = rot U a := by
  have ht : (hA.isHermitian.eigenvectorUnitary : Matrix n n ℝ)ᵀ =
      star (hA.isHermitian.eigenvectorUnitary : Matrix n n ℝ) :=
    (conjTranspose_eq_transpose_of_trivial _).symm
  refine ⟨hA.isHermitian.eigenvectorUnitary, hA.isHermitian.eigenvalues, ?_,
    fun i => hA.eigenvalues_pos i, ?_⟩
  · rw [ht]
    exact mem_unitaryGroup_iff.mp hA.isHermitian.eigenvectorUnitary.2
  · have h := hA.isHermitian.spectral_theorem
    rw [Unitary.conjStarAlgAut_apply] at h
    rw [rot, ht]
    exact h
```

With U fixed, products are taken eigenvalue by eigenvalue, because UᵀU = 1 in the middle:

U diag(a) Uᵀ U diag(b) Uᵀ = U diag(a_i b_i) Uᵀ.

The hypothesis gives UUᵀ = 1, and for square matrices the other order follows.

```lean
/-- To multiply two matrices that are diagonal in the same orthonormal basis, multiply their
diagonal entries in that basis. -/
theorem rot_mul {U : Matrix n n ℝ} (hU : U * Uᵀ = 1) (a b : n → ℝ) :
    rot U a * rot U b = rot U (fun i => a i * b i) := by
  have h : Uᵀ * U = 1 := mul_eq_one_comm.mp hU
  calc rot U a * rot U b = U * diagonal a * (Uᵀ * U) * diagonal b * Uᵀ := by
        simp only [rot, mul_assoc]
    _ = rot U (fun i => a i * b i) := by
        rw [h, mul_one, mul_assoc U, diagonal_mul_diagonal, rot]
```

Inverses work the same way when no a_i vanishes. Multiplying by the candidate U diag(1/a_i) Uᵀ gives U 1 Uᵀ = 1.

```lean
/-- A matrix that is diagonal in an orthonormal basis, with nonzero diagonal entries there, is
inverted by inverting those diagonal entries. -/
theorem rot_inv {U : Matrix n n ℝ} (hU : U * Uᵀ = 1) {a : n → ℝ} (ha : ∀ i, a i ≠ 0) :
    (rot U a)⁻¹ = rot U (fun i => (a i)⁻¹) := by
  apply inv_eq_right_inv
  have h : (fun i => a i * (a i)⁻¹) = fun _ => (1 : ℝ) :=
    funext fun i => mul_inv_cancel₀ (ha i)
  rw [rot_mul hU, h, rot, diagonal_one, mul_one, hU]
```

If all a_i > 0, the matrix is positive definite. It is symmetric, and with w = Uᵀx its quadratic form is

xᵀ U diag(a) Uᵀ x = Σ_i a_i w_i².

If x ≠ 0 then w ≠ 0, because x = Uw. Some w_i is therefore nonzero, and the sum is strictly positive.

```lean
/-- A matrix that is diagonal in an orthonormal basis, with positive diagonal entries there, is
positive definite. -/
theorem rot_posDef {U : Matrix n n ℝ} (hU : U * Uᵀ = 1) {a : n → ℝ} (ha : ∀ i, 0 < a i) :
    (rot U a).PosDef := by
  rw [posDef_iff_dotProduct_mulVec]
  constructor
  · rw [IsHermitian, conjTranspose_eq_transpose_of_trivial]
    simp [rot, transpose_mul, mul_assoc]
  · intro x hx
    have hw : Uᵀ *ᵥ x ≠ 0 := fun h => hx (by
      calc x = (U * Uᵀ) *ᵥ x := by rw [hU, one_mulVec]
        _ = U *ᵥ (Uᵀ *ᵥ x) := (mulVec_mulVec _ _ _).symm
        _ = 0 := by rw [h, mulVec_zero])
    -- the quadratic form is a weighted sum of squares in the rotated coordinates
    rw [star_trivial, rot, ← mulVec_mulVec, ← mulVec_mulVec, dotProduct_mulVec,
      ← mulVec_transpose]
    generalize Uᵀ *ᵥ x = w at hw ⊢
    obtain ⟨i, hi⟩ := Function.ne_iff.mp hw
    have hi' : w i ≠ 0 := hi
    simp only [dotProduct, mulVec_diagonal]
    refine Finset.sum_pos' (fun j _ => ?_) ⟨i, Finset.mem_univ i, ?_⟩
    · have := mul_nonneg (ha j).le (sq_nonneg (w j))
      linarith
    · have hai := ha i
      have : 0 < a i * w i ^ 2 := by positivity
      linarith
```

## Convergence of one eigenvalue

For s > 0 the Heron iterates stay positive: if h_k > 0, then h_k and s/h_k are both positive, and so is their mean.

```lean
/-- The Heron iterates of a positive number are positive. -/
theorem heron_pos {s : ℝ} (hs : 0 < s) (k : ℕ) : 0 < heron s k := by
  induction k with
  | zero => exact hs
  | succ k ih =>
    change 0 < (heron s k + s / heron s k) / 2
    positivity
```

Now let s = r² with r > 0, and write y = h_k(r²) and y' = h_(k+1)(r²). The new error is

y' − r = (y² − 2ry + r²)/(2y) = (y − r)²/(2y) ≥ 0.

So from the first step on, the iterate is never below r. Once y ≥ r, we have (y − r)/y ≤ 1, and hence

y' − r ≤ (y − r)/2.

By induction,

0 ≤ h_(k+1)(r²) − r ≤ (h_1(r²) − r)/2^k,

and the right-hand side tends to zero. In the proof, `hstep` is the error identity, `hnn` its sign and `hb` the halving bound. `squeeze_zero` then gives the limit of the shifted sequence, and the last line removes the shift.

```lean
/-- The Heron iteration for `r ^ 2` converges to `r`, for positive `r`. -/
theorem heron_tendsto {r : ℝ} (hr : 0 < r) : Tendsto (heron (r ^ 2)) atTop (𝓝 r) := by
  have hp := heron_pos (pow_pos hr 2)
  -- the new error is quadratic in the old one
  have hstep : ∀ k, heron (r ^ 2) (k + 1) - r =
      (heron (r ^ 2) k - r) ^ 2 / (2 * heron (r ^ 2) k) := by
    intro k
    have hy := (hp k).ne'
    change (heron (r ^ 2) k + r ^ 2 / heron (r ^ 2) k) / 2 - r = _
    field_simp
    ring
  have hnn : ∀ k, 0 ≤ heron (r ^ 2) (k + 1) - r := by
    intro k
    have hy := hp k
    rw [hstep]
    positivity
  -- after the first step the error at least halves
  have hb : ∀ k, heron (r ^ 2) (k + 1) - r ≤ (heron (r ^ 2) 1 - r) * (1 / 2) ^ k := by
    intro k
    induction k with
    | zero => simp
    | succ k ih =>
      have hy := hp (k + 1)
      have hle : (heron (r ^ 2) (k + 1) - r) ^ 2 / (2 * heron (r ^ 2) (k + 1)) ≤
          (heron (r ^ 2) (k + 1) - r) / 2 := by
        rw [div_le_div_iff₀ (by positivity) (by norm_num)]
        nlinarith [mul_nonneg (hnn k) hr.le]
      rw [hstep (k + 1), pow_succ (1 / 2 : ℝ) k]
      linarith
  have h0 := (tendsto_pow_atTop_nhds_zero_of_lt_one (by norm_num : (0 : ℝ) ≤ 1 / 2)
    (by norm_num)).const_mul (heron (r ^ 2) 1 - r)
  rw [mul_zero] at h0
  have h1 := (squeeze_zero hnn hb h0).add_const r
  simp only [sub_add_cancel, zero_add] at h1
  exact (tendsto_add_atTop_iff_nat 1).mp h1
```

## The matrices follow the scalars

Write S = U diag(s) Uᵀ with all s_i > 0. The claim is that, for every k,

Y_k = U diag(h_k(s_i)) Uᵀ,  Z_k = U diag(h_k(s_i)/s_i) Uᵀ.

At k = 0 the eigenvalues are s_i and 1, as required. For the induction step, fix one eigenvalue s and write h for h_k(s). The update of Y gives

(h + (h/s)⁻¹)/2 = (h + s/h)/2 = h_(k+1)(s),

and the update of Z gives

(h/s + 1/h)/2 = (h + s/h)/(2s) = h_(k+1)(s)/s.

The local statement `half` says that averaging two matrices with the same U averages their eigenvalues; the inversion rule supplies the rest.

```lean
/-- For positive definite `S` the iterates stay diagonal in an orthonormal eigenbasis of `S`: each
eigenvalue `s` of `S` gives the Heron iterate `y` in `Y_k` and `y / s` in `Z_k`. -/
theorem iter_spectral {U : Matrix n n ℝ} (hU : U * Uᵀ = 1) {s : n → ℝ} (hs : ∀ i, 0 < s i)
    (k : ℕ) : iter (rot U s) k =
      (rot U (fun i => heron (s i) k), rot U (fun i => heron (s i) k / s i)) := by
  have half : ∀ a b : n → ℝ,
      (1 / 2 : ℝ) • (rot U a + rot U b) = rot U (fun i => (a i + b i) / 2) := by
    intro a b
    have h : diagonal (fun i => (a i + b i) / 2) =
        (1 / 2 : ℝ) • (diagonal a + diagonal b) := by
      ext i j
      rcases eq_or_ne i j with rfl | h
      · simp only [Matrix.smul_apply, Matrix.add_apply, diagonal_apply_eq, smul_eq_mul]
        ring
      · simp [h]
    simp only [rot]
    rw [h, mul_smul_comm, smul_mul_assoc, mul_add, add_mul]
  induction k with
  | zero =>
    have h1 : (fun i => heron (s i) 0 / s i) = fun _ => (1 : ℝ) :=
      funext fun i => div_self (hs i).ne'
    have h2 : rot U (fun _ => (1 : ℝ)) = 1 := by rw [rot, diagonal_one, mul_one, hU]
    rw [h1, h2]
    rfl
  | succ k ih =>
    have hy : ∀ i, heron (s i) k ≠ 0 := fun i => (heron_pos (hs i) k).ne'
    have hz : ∀ i, heron (s i) k / s i ≠ 0 := fun i => div_ne_zero (hy i) (hs i).ne'
    change step (iter (rot U s) k) = _
    rw [ih]
    simp only [step]
    rw [rot_inv hU hz, rot_inv hU hy, half, half]
    refine Prod.ext (congrArg (rot U) (funext fun i => ?_))
      (congrArg (rot U) (funext fun i => ?_))
    · change (heron (s i) k + (heron (s i) k / s i)⁻¹) / 2 =
        (heron (s i) k + s i / heron (s i) k) / 2
      rw [inv_div]
    · change (heron (s i) k / s i + (heron (s i) k)⁻¹) / 2 =
        (heron (s i) k + s i / heron (s i) k) / 2 / s i
      have h1 := hy i
      have h2 := (hs i).ne'
      field_simp
```

Positivity of all iterates can now be read off, since h_k(s_i) and h_k(s_i)/s_i are positive. The relation Y_k = S Z_k is the identity h = s·(h/s) on each eigenvalue. In particular, the recursion never meets a singular matrix.

```lean
/-- For positive definite `S` all iterates are positive definite and satisfy `Y_k = S Z_k`. -/
theorem iter_invariants {S : Matrix n n ℝ} (hS : S.PosDef) (k : ℕ) :
    (iter S k).1.PosDef ∧ (iter S k).2.PosDef ∧ (iter S k).1 = S * (iter S k).2 := by
  obtain ⟨U, s, hU, hs, rfl⟩ := exists_spectral hS
  rw [iter_spectral hU hs]
  refine ⟨rot_posDef hU fun i => heron_pos (hs i) k,
    rot_posDef hU fun i => div_pos (heron_pos (hs i) k) (hs i), ?_⟩
  rw [rot_mul hU]
  refine congrArg (rot U) (funext fun i => ?_)
  have h := (hs i).ne'
  field_simp
```

## From eigenvalues to matrix limits

Let R be any positive definite matrix with R² = S, and diagonalise R, not S: R = U diag(r) Uᵀ with r_i > 0. Then S has eigenvalues r_i² in the same basis, and

h_k(r_i²) → r_i,  h_k(r_i²)/r_i² → r_i/r_i² = 1/r_i.

For fixed U, the matrix U diag(a) Uᵀ depends continuously on a. Hence Y_k → R and Z_k → R⁻¹. Convergence here means convergence of every matrix entry.

```lean
/-- If `R` is a positive definite square root of `S`, then `Y_k` converges to `R` and `Z_k`
to the inverse of `R`. -/
theorem iter_tendsto {S R : Matrix n n ℝ} (hR : R.PosDef) (hRS : R * R = S) :
    Tendsto (fun k => (iter S k).1) atTop (𝓝 R) ∧
      Tendsto (fun k => (iter S k).2) atTop (𝓝 R⁻¹) := by
  obtain ⟨U, r, hU, hr, rfl⟩ := exists_spectral hR
  have hS : S = rot U (fun i => r i ^ 2) := by
    rw [← hRS, rot_mul hU]
    exact congrArg (rot U) (funext fun i => (sq (r i)).symm)
  have hc : Continuous (rot U) :=
    (continuous_const.matrix_mul continuous_id.matrix_diagonal).matrix_mul continuous_const
  have hit := iter_spectral hU (fun i => pow_pos (hr i) 2)
  rw [hS, rot_inv hU fun i => (hr i).ne']
  simp only [hit]
  constructor
  · exact (hc.tendsto r).comp (tendsto_pi_nhds.mpr fun i => heron_tendsto (hr i))
  · refine (hc.tendsto _).comp (tendsto_pi_nhds.mpr fun i => ?_)
    have h := (heron_tendsto (hr i)).div_const (r i ^ 2)
    have e : r i / r i ^ 2 = (r i)⁻¹ := by
      have := (hr i).ne'
      field_simp
    rw [e] at h
    exact h
```

## The root, its uniqueness and Löwdin's condition

A positive definite root exists: with S = U diag(s) Uᵀ, take R = U diag(√s_i) Uᵀ. It is unique because the preceding limit holds for every such root. If Q is another, Y_k tends to both Q and R, so Q = R. Finally,

R⁻¹ S R⁻¹ = (R⁻¹R)(RR⁻¹) = 1.

The theorem `denman_beavers` has one hypothesis, `S.PosDef`, which includes symmetry. Its first part gives the two positivity statements and Y_k = S Z_k for every k. Its second part provides a matrix `R` that is positive definite, squares to S, equals every other positive definite `Q` with that square, satisfies Löwdin's condition, and is the limit of Y_k, while `R⁻¹` is the limit of Z_k.

The statement concerns exact arithmetic and gives no convergence rate, stopping criterion or bound on rounding errors. The recursion can also be written down for nonsymmetric matrices, but the argument here relies on an orthogonal eigenbasis and is confined to symmetric positive definite S.

```lean
/-- Denman–Beavers for positive definite `S`: the iterates are positive definite with
`Y_k = S Z_k`, and they converge to the unique positive definite square root `R` of `S` and to the
Löwdin matrix `R⁻¹`, which satisfies `R⁻¹ S R⁻¹ = 1`. -/
theorem denman_beavers {S : Matrix n n ℝ} (hS : S.PosDef) :
    (∀ k, (iter S k).1.PosDef ∧ (iter S k).2.PosDef ∧ (iter S k).1 = S * (iter S k).2) ∧
    ∃ R : Matrix n n ℝ, R.PosDef ∧ R * R = S ∧
      (∀ Q : Matrix n n ℝ, Q.PosDef → Q * Q = S → Q = R) ∧
      R⁻¹ * S * R⁻¹ = 1 ∧
      Tendsto (fun k => (iter S k).1) atTop (𝓝 R) ∧
      Tendsto (fun k => (iter S k).2) atTop (𝓝 R⁻¹) := by
  refine ⟨iter_invariants hS, ?_⟩
  obtain ⟨U, s, hU, hs, hSU⟩ := exists_spectral hS
  -- the root has the square roots of the eigenvalues of S
  have hR : (rot U (fun i => √(s i))).PosDef := rot_posDef hU fun i => Real.sqrt_pos.mpr (hs i)
  have hRS : rot U (fun i => √(s i)) * rot U (fun i => √(s i)) = S := by
    rw [rot_mul hU, hSU]
    exact congrArg (rot U) (funext fun i => Real.mul_self_sqrt (hs i).le)
  generalize rot U (fun i => √(s i)) = R at hR hRS
  have hdet : IsUnit R.det := hR.det_pos.ne'.isUnit
  refine ⟨R, hR, hRS, fun Q hQ hQS => ?_, ?_, iter_tendsto hR hRS⟩
  · exact tendsto_nhds_unique (iter_tendsto hQ hQS).1 (iter_tendsto hR hRS).1
  · calc R⁻¹ * S * R⁻¹ = (R⁻¹ * R) * (R * R⁻¹) := by rw [← hRS]; simp only [mul_assoc]
      _ = 1 := by rw [nonsing_inv_mul R hdet, mul_nonsing_inv R hdet, one_mul]

end

end DenmanBeavers
```

```lean
#print axioms DenmanBeavers.denman_beavers
```

```
'DenmanBeavers.denman_beavers' depends on axioms: [propext, Classical.choice, Quot.sound]
```

## Two normalised functions with overlap 0.96

Take

S = [1, 0.96; 0.96, 1],

with rows separated by a semicolon. The eigenvectors are (1, 1)/√2 and (1, −1)/√2, with eigenvalues 1.96 and 0.04, whose roots are 1.4 and 0.2. The eigenvalues of Y_0 to Y_4 are, rounded,

s = 1.96: 1.96, 1.48, 1.40216, 1.40000, 1.40000

s = 0.04: 0.04, 0.52, 0.29846, 0.21624, 0.20061

The second sequence starts below its root, jumps above it in one step and then descends. Dividing by s gives the eigenvalues of Z_4, about 0.71429 and 5.01525. Back in the original basis,

Y_4 ≈ [0.8003, 0.5997; 0.5997, 0.8003],

Z_4 ≈ [2.8648, −2.1505; −2.1505, 2.8648].

The limits are

R = [0.8, 0.6; 0.6, 0.8],

R⁻¹ = [20/7, −15/7; −15/7, 20/7] ≈ [2.8571, −2.1429; −2.1429, 2.8571].

The small eigenvalue, which signals near linear dependence, is the slower of the two.

## Two identical basis functions

If the two functions coincide, the overlap matrix is

S = [1, 1; 1, 1].

It is symmetric with eigenvalues 2 and 0, so it is positive semidefinite but not positive definite. The first update already asks for S⁻¹, which does not exist. No Löwdin matrix exists either: a product X S X has rank at most one and cannot be the 2 × 2 identity. Lean's convention that a singular matrix has inverse 0 does not rescue the result, for it gives Y_1 = (S + 1)/2 and Z_1 = 1/2 times the identity, so that Y_1 ≠ S Z_1.
